# The Wigner term $\sum_i(\beta\hbar\omega_i)^2/24$ is an upper bound on the quantum excess of $\beta F$ for independent harmonic modes

A comparison of a quantum free energy $F_q$ with a classical one $F_{cl}$ means something only once both partition functions share an energy zero and a normalisation. Here both energies are measured from the minimum of the potential, so the quantum levels include the zero-point energy. The classical phase-space integral is divided by $2\pi\hbar$ per mode, the phase-space area assigned to one quantum state, with $\hbar$ the reduced Planck constant. That constant is put in by definition here, and a different one would shift $F_{cl}$. The quantum partition function is defined as a sum over levels and the classical one as an integral, so their closed forms are theorems. The levels themselves are put in as a definition and are not derived from the Schrödinger equation.

Take $N$ uncoupled modes $i = 0,\dots,N-1$ with masses $m_i>0$ and angular frequencies $\omega_i>0$, at inverse temperature $\beta = 1/k_BT>0$, and set $x_i=\beta\hbar\omega_i$. Then
$$0\le\beta(F_q-F_{cl})=\sum_i\ln\frac{2\sinh(x_i/2)}{x_i}\le\sum_i\frac{x_i^2}{24}.$$

## Levels, Hamiltonian and partition functions

```lean
import Mathlib

open Real MeasureTheory

namespace WignerFreeEnergyBound

noncomputable section
```

After these lines `exp`, `log`, `sinh`, `sqrt` and `π` are the real-number versions, with `log` the natural logarithm, and `∫` is the Lebesgue integral.

```lean
/-- Quantum energy level `∑ ħ ω_i (n_i + 1/2)` of `N` harmonic modes with occupation
numbers `n`. -/
def level {N : ℕ} (hbar : ℝ) (ω : Fin N → ℝ) (n : Fin N → ℕ) : ℝ :=
  ∑ i, hbar * ω i * ((n i : ℝ) + 1 / 2)
```

`Fin N` is the index set $\{0,\dots,N-1\}$, so `ω : Fin N → ℝ` is the list of frequencies and `n : Fin N → ℕ` is a list of occupation numbers $n_i\in\{0,1,2,\dots\}$. The definition reads
$$E_n=\sum_i\hbar\omega_i\left(n_i+\tfrac12\right).$$

```lean
/-- Quantum partition function: the Boltzmann factor summed over all occupation numbers. -/
def Zq {N : ℕ} (β hbar : ℝ) (ω : Fin N → ℝ) : ℝ :=
  ∑' n : Fin N → ℕ, exp (-β * level hbar ω n)
```

The symbol `∑'` is an infinite sum, here over all occupation lists: $Z_q=\sum_n e^{-\beta E_n}$, each list counting as one state.

```lean
/-- Classical Hamiltonian `∑ p_i² / (2 m_i) + m_i ω_i² q_i² / 2` of `N` harmonic modes. -/
def hamiltonian {N : ℕ} (m ω q p : Fin N → ℝ) : ℝ :=
  ∑ i, (m i * ω i ^ 2 * q i ^ 2 / 2 + p i ^ 2 / (2 * m i))
```

With coordinates $q_i$ and momenta $p_i$,
$$H(q,p)=\sum_i\left(\tfrac12 m_i\omega_i^2q_i^2+\frac{p_i^2}{2m_i}\right).$$
There are no cross terms between modes and no anharmonic terms.

```lean
/-- Classical partition function: the phase-space integral of the Boltzmann factor
divided by `(2 π ħ)^N`. -/
def Zcl {N : ℕ} (β hbar : ℝ) (m ω : Fin N → ℝ) : ℝ :=
  (1 / (2 * π * hbar)) ^ N *
    ∫ q : Fin N → ℝ, ∫ p : Fin N → ℝ, exp (-β * hamiltonian m ω q p)
```

This is $Z_{cl}=(2\pi\hbar)^{-N}\int d^Nq\int d^Np\;e^{-\beta H(q,p)}$, an iterated integral over $\mathbb R^N$ twice, momenta inside. There is no $1/N!$, since normal modes are distinguishable. Lean assigns the value $0$ to a divergent `∑'` and to the integral of a non-integrable function, so the positive values of $Z_q$ and $Z_{cl}$ found below also show that neither default is in play.

```lean
/-- Helmholtz free energy `F = - ln Z / β`. -/
def freeEnergy (β Z : ℝ) : ℝ := -log Z / β
```

For any partition function $Z$, $F=-\ln Z/\beta$. The same definition gives $F_q$ from $Z_q$ and $F_{cl}$ from $Z_{cl}$.

## The quantum sum

```lean
/-- For `x > 0` the series `∑ exp (-x (n + 1/2))` converges to `1 / (2 sinh (x/2))`. -/
theorem hasSum_mode {x : ℝ} (hx : 0 < x) :
    HasSum (fun n : ℕ => exp (-(x * ((n : ℝ) + 1 / 2)))) (1 / (2 * sinh (x / 2))) := by
  have hr : exp (-x) < 1 := (exp_lt_exp.2 (by linarith : -x < 0)).trans_eq exp_zero
  have h := (hasSum_geometric_of_lt_one (exp_pos _).le hr).mul_left (exp (-(x / 2)))
  have hs : 0 < sinh (x / 2) := sinh_pos_iff.2 (by linarith)
  have e1 : exp (-x) = exp (-(x / 2)) * exp (-(x / 2)) := by
    rw [← exp_add]; congr 1; ring
  have e2 : exp (-(x / 2)) * exp (x / 2) = 1 := by
    rw [← exp_add]; simp
  have h1 : 1 - exp (-x) = exp (-(x / 2)) * (2 * sinh (x / 2)) := by
    rw [sinh_eq]; linear_combination (-1) * e1 - e2
  -- zero-point factor times a geometric series
  have hf : (fun n : ℕ => exp (-(x * ((n : ℝ) + 1 / 2))))
      = fun n : ℕ => exp (-(x / 2)) * exp (-x) ^ n := by
    ext n
    rw [← exp_nat_mul, ← exp_add]; congr 1; ring
  have hv : 1 / (2 * sinh (x / 2)) = exp (-(x / 2)) * (1 - exp (-x))⁻¹ := by
    have ha := (exp_pos (-(x / 2))).ne'
    rw [h1]; field_simp
  rw [hf, hv]
  exact h
```

`HasSum f a` says that the series with terms `f` converges and that its sum is `a`. The hypothesis `hx : 0 < x` is a named assumption. In ordinary notation, for $x>0$,
$$\sum_{n=0}^\infty e^{-x(n+1/2)}=\frac1{2\sinh(x/2)}.$$

Each term is $e^{-x/2}r^n$ with ratio $r=e^{-x}<1$, so the geometric series gives $e^{-x/2}/(1-e^{-x})$. The denominator factorises as
$$1-e^{-x}=e^{-x/2}\left(e^{x/2}-e^{-x/2}\right)=e^{-x/2}\cdot 2\sinh(x/2),$$
and $e^{-x/2}$ cancels. In the proof `hr` is $r<1$, `h` is the geometric series multiplied by $e^{-x/2}$, and `h1` is the factorisation. Then `hf` and `hv` put the terms and the value into the shape of `h`.

```lean
/-- For `N` modes with `x_i > 0`, the product of Boltzmann factors summed over all
occupation numbers converges to `∏ 1 / (2 sinh (x_i/2))`. -/
theorem hasSum_modes (N : ℕ) : ∀ x : Fin N → ℝ, (∀ i, 0 < x i) →
    HasSum (fun n : Fin N → ℕ => ∏ i, exp (-(x i * ((n i : ℝ) + 1 / 2))))
      (∏ i, 1 / (2 * sinh (x i / 2))) := by
  induction N with
  | zero =>
    intro x _
    simp only [Finset.univ_eq_empty, Finset.prod_empty]
    exact hasSum_single (f := fun _ : Fin 0 → ℕ => (1 : ℝ)) default
      (fun b hb => absurd (Subsingleton.elim _ _) hb)
  | succ N ih =>
    intro x hx
    have h1 := hasSum_mode (hx 0)
    have h2 := ih (fun i => x i.succ) (fun i => hx _)
    -- product of two series with non-negative terms
    have P : ∀ (f : ℕ → ℝ) (g : (Fin N → ℕ) → ℝ) (a b : ℝ), HasSum f a → HasSum g b →
        (∀ n, 0 ≤ f n) → (∀ n, 0 ≤ g n) →
        HasSum (fun z : ℕ × (Fin N → ℕ) => f z.1 * g z.2) (a * b) := by
      intro f g a b hf hg pf pg
      have hs : Summable (fun z : ℕ × (Fin N → ℕ) => f z.1 * g z.2) :=
        Summable.mul_of_nonneg hf.summable hg.summable pf pg
      exact HasSum.mul hf hg hs
    have p1 : ∀ n : ℕ, 0 ≤ exp (-(x 0 * ((n : ℝ) + 1 / 2))) := fun n => (exp_pos _).le
    have p2 : ∀ n : Fin N → ℕ, 0 ≤ ∏ i : Fin N, exp (-(x i.succ * ((n i : ℝ) + 1 / 2))) :=
      fun n => Finset.prod_nonneg fun i _ => (exp_pos _).le
    have h3 := P _ _ _ _ h1 h2 p1 p2

    refine (Fin.consEquiv fun _ : Fin (N + 1) => ℕ).hasSum_iff.1 ?_
    simpa only [Function.comp_def, Fin.prod_univ_succ, Fin.consEquiv_apply,
      Fin.cons_zero, Fin.cons_succ] using h3
```

For every $N$ and all $x_i>0$,
$$\sum_n\prod_i e^{-x_i(n_i+1/2)}=\prod_i\frac1{2\sinh(x_i/2)}.$$
A set of occupation lists has no preferred order, and `HasSum` here means that the sums over finite sets of lists approach the value however those sets are enlarged, as long as every list is eventually included.

The argument is induction on $N$. For $N=0$ there is one list, the empty one, and its term is the empty product $1$. For $N+1$ modes a list splits into $n_0$ and the remaining $N$ entries $n'$, and its term into $f(n_0)\,g(n')$, where $f$ is the factor of mode $0$ and $g$ the product of the other factors. Then
$$\sum_{n_0,n'}f(n_0)\,g(n')=\Big(\sum_{n_0}f(n_0)\Big)\Big(\sum_{n'}g(n')\Big),$$
which is legitimate because all terms are non-negative. The local statement `P` is this product rule, `h1` and `h2` are the one-mode sum and the induction hypothesis, and `Fin.consEquiv` is the one-to-one match between lists of length $N+1$ and pairs $(n_0,n')$.

```lean
/-- For positive `β`, `ħ`, `ω_i`, the quantum partition function of `N` modes is `∏ 1 / (2 sinh (β ħ
ω_i / 2))`. -/
theorem Zq_eq {N : ℕ} {β hbar : ℝ} {ω : Fin N → ℝ} (hβ : 0 < β) (hh : 0 < hbar)
    (hω : ∀ i, 0 < ω i) : Zq β hbar ω = ∏ i, 1 / (2 * sinh (β * hbar * ω i / 2)) := by
  have h := hasSum_modes N (fun i => β * hbar * ω i) (fun i => mul_pos (mul_pos hβ hh) (hω i))
  refine Eq.trans (tsum_congr fun n => ?_) h.tsum_eq
  rw [← exp_sum, level, Finset.mul_sum]
  congr 1
  exact Finset.sum_congr rfl fun i _ => by ring
```

For $\beta,\hbar,\omega_i>0$ the theorem states $Z_q=\prod_i 1/(2\sinh(x_i/2))$. Since $\beta E_n=\sum_i x_i(n_i+\tfrac12)$, the Boltzmann factor is $\prod_i e^{-x_i(n_i+1/2)}$, which the proof obtains from `exp_sum`. The step `h.tsum_eq` reads off the value of `∑'` from the convergent series.

## The classical integral

```lean
/-- For positive `β`, `ħ`, `m_i`, `ω_i`, the classical partition function of `N` modes is `∏ 1 / (β
ħ ω_i)`. -/
theorem Zcl_eq {N : ℕ} {β hbar : ℝ} {m ω : Fin N → ℝ} (hβ : 0 < β) (hh : 0 < hbar)
    (hm : ∀ i, 0 < m i) (hω : ∀ i, 0 < ω i) :
    Zcl β hbar m ω = ∏ i, 1 / (β * hbar * ω i) := by
  have G : ∀ b : Fin N → ℝ,
      ∫ q : Fin N → ℝ, ∏ i, exp (-(b i) * q i ^ 2) = ∏ i, sqrt (π / b i) := by
    intro b
    rw [integral_fintype_prod_volume_eq_prod (fun i (t : ℝ) => exp (-(b i) * t ^ 2))]
    simp only [integral_gaussian]
  -- the Boltzmann factor is a product of Gaussians
  have hsplit : ∀ q p : Fin N → ℝ, exp (-β * hamiltonian m ω q p)
      = (∏ i, exp (-(β * m i * ω i ^ 2 / 2) * q i ^ 2))
        * ∏ i, exp (-(β / (2 * m i)) * p i ^ 2) := by
    intro q p
    rw [← exp_sum, ← exp_sum, ← exp_add, hamiltonian, Finset.mul_sum,
      ← Finset.sum_add_distrib]
    congr 1
    exact Finset.sum_congr rfl fun i _ => by ring
  have hc : (1 / (2 * π * hbar)) ^ N = ∏ _i : Fin N, 1 / (2 * π * hbar) := by
    rw [Finset.prod_const, Finset.card_univ, Fintype.card_fin]
  unfold Zcl
  simp_rw [hsplit, integral_const_mul, integral_mul_const]
  rw [G (fun i => β * m i * ω i ^ 2 / 2), G (fun i => β / (2 * m i)), hc,
    ← Finset.prod_mul_distrib, ← Finset.prod_mul_distrib]
  refine Finset.prod_congr rfl fun i _ => ?_
  have h1 := hm i
  have h2 := hω i
  have h3 := pi_pos
  have hsq : π / (β * m i * ω i ^ 2 / 2) * (π / (β / (2 * m i)))
      = (2 * π / (β * ω i)) ^ 2 := by
    field_simp
    try ring
  rw [← sqrt_mul (by positivity), hsq, sqrt_sq (by positivity)]
  field_simp
```

With positive masses as well, $Z_{cl}=\prod_i 1/x_i$, and the masses have dropped out. Put $a_i=\beta m_i\omega_i^2/2$ and $c_i=\beta/(2m_i)$. Then
$$e^{-\beta H}=\prod_i e^{-a_iq_i^2}\prod_i e^{-c_ip_i^2},$$
which is `hsplit`. A product of one-variable functions integrates to the product of the integrals, and $\int e^{-bt^2}dt=\sqrt{\pi/b}$ for $b>0$. The statement `G` combines these two facts and is applied once with $b=a_i$ and once with $b=c_i$, after `integral_const_mul` and `integral_mul_const` have separated the $q$ and $p$ integrals. Mode $i$ contributes
$$\frac1{2\pi\hbar}\sqrt{\frac\pi{a_i}\cdot\frac\pi{c_i}}=\frac1{2\pi\hbar}\cdot\frac{2\pi}{\beta\omega_i}=\frac1{x_i},$$
because $a_ic_i=\beta^2\omega_i^2/4$. The perfect square under the root is `hsq`.

## Two inequalities for the hyperbolic sine

```lean
/-- For `y ≥ 0`, `sinh y ≤ y exp (y² / 6)`. -/
theorem sinh_le_mul_exp {y : ℝ} (hy : 0 ≤ y) : sinh y ≤ y * exp (y ^ 2 / 6) := by
  have fac : ∀ n : ℕ, 6 ^ n * n.factorial ≤ (2 * n + 1).factorial := by
    intro n
    induction n with
    | zero => simp
    | succ n ih =>
      calc 6 ^ (n + 1) * (n + 1).factorial = (6 * (n + 1)) * (6 ^ n * n.factorial) := by
            rw [Nat.factorial_succ]; ring
        _ ≤ ((2 * n + 3) * (2 * n + 2)) * (2 * n + 1).factorial :=
            Nat.mul_le_mul (by nlinarith) ih
        _ = (2 * (n + 1) + 1).factorial := by
            rw [show 2 * (n + 1) + 1 = (2 * n + 1) + 1 + 1 by ring,
              Nat.factorial_succ (2 * n + 1 + 1), Nat.factorial_succ (2 * n + 1)]
            ring
  -- termwise comparison of the two power series
  have hterm : ∀ i : ℕ, y ^ (2 * i + 1) / ((2 * i + 1).factorial : ℝ)
      ≤ y * ((y ^ 2 / 6) ^ i / (i.factorial : ℝ)) := by
    intro i
    have e : y * ((y ^ 2 / 6) ^ i / (i.factorial : ℝ))
        = y ^ (2 * i + 1) / (6 ^ i * (i.factorial : ℝ)) := by
      rw [div_pow, ← pow_mul, div_div, pow_succ]; ring
    rw [e]
    exact div_le_div_of_nonneg_left (by positivity) (by positivity) (by exact_mod_cast fac i)
  refine le_of_tendsto' (Real.hasSum_sinh y).tendsto_sum_nat fun n => ?_
  refine le_trans (Finset.sum_le_sum fun i _ => hterm i) ?_
  rw [← Finset.mul_sum]
  exact mul_le_mul_of_nonneg_left (sum_le_exp_of_nonneg (by positivity) n) hy
```

For $y\ge0$, $\sinh y\le y\,e^{y^2/6}$. Both sides are power series in $y$:
$$\sinh y=\sum_{n=0}^\infty\frac{y^{2n+1}}{(2n+1)!},\qquad y\,e^{y^2/6}=\sum_{n=0}^\infty\frac{y^{2n+1}}{6^n\,n!}.$$
The numerators agree and are non-negative, so it suffices that $6^n n!\le(2n+1)!$. At $n=0$ both sides are $1$. Going from $n$ to $n+1$ multiplies the left side by $6(n+1)$ and the right side by $(2n+3)(2n+2)$, and $6(n+1)=3(2n+2)\le(2n+3)(2n+2)$.

That induction is `fac`, and `hterm` is the resulting inequality between terms, with the summation index called `i`. The last lines work with partial sums. A partial sum of the $\sinh$ series is at most $y$ times a partial sum of the exponential series, which is at most $y\,e^{y^2/6}$ by `sum_le_exp_of_nonneg`. A bound on all partial sums passes to their limit by `le_of_tendsto'`.

```lean
/-- For `x > 0`, `0 < ln (2 sinh (x/2) / x) ≤ x² / 24`. -/
theorem log_ratio_bounds {x : ℝ} (hx : 0 < x) :
    0 < log (2 * sinh (x / 2) / x) ∧ log (2 * sinh (x / 2) / x) ≤ x ^ 2 / 24 := by
  have h1 : x / 2 < sinh (x / 2) := self_lt_sinh_iff.2 (by linarith)
  have h2 : 1 < 2 * sinh (x / 2) / x := by
    rw [lt_div_iff₀ hx]; linarith
  refine ⟨log_pos h2, ?_⟩
  have h3 := sinh_le_mul_exp (y := x / 2) (by linarith)
  rw [show (x / 2) ^ 2 / 6 = x ^ 2 / 24 by ring] at h3
  rw [log_le_iff_le_exp (by linarith), div_le_iff₀ hx]
  nlinarith [h3]
```

The symbol `∧` is "and". For $x>0$,
$$0<\ln\frac{2\sinh(x/2)}x\le\frac{x^2}{24}.$$
With $y=x/2$ the argument of the logarithm is $\sinh y/y$. The series $\sinh y=y+y^3/6+\dots$ gives $\sinh y>y$, taken in `h1` from Mathlib's `self_lt_sinh_iff`, so the ratio exceeds $1$ (`h2`) and its logarithm is positive. The previous theorem gives $\sinh y/y\le e^{y^2/6}$ with $y^2/6=x^2/24$ (`h3`). The proof uses `log_le_iff_le_exp` to turn the bound on the logarithm into this bound on the ratio.

## The free-energy difference

```lean
/-- For `N` harmonic modes with `x_i = β ħ ω_i`, `β (F_q - F_cl) = ∑ ln (2 sinh (x_i/2) / x_i)`, and
it lies between `0` and `∑ x_i² / 24` (with `β`, `ħ`, `m_i`, `ω_i` all positive). -/
theorem wigner_bound {N : ℕ} {β hbar : ℝ} {m ω : Fin N → ℝ} (hβ : 0 < β) (hh : 0 < hbar)
    (hm : ∀ i, 0 < m i) (hω : ∀ i, 0 < ω i) :
    β * (freeEnergy β (Zq β hbar ω) - freeEnergy β (Zcl β hbar m ω))
        = ∑ i, log (2 * sinh (β * hbar * ω i / 2) / (β * hbar * ω i)) ∧
      0 ≤ β * (freeEnergy β (Zq β hbar ω) - freeEnergy β (Zcl β hbar m ω)) ∧
      β * (freeEnergy β (Zq β hbar ω) - freeEnergy β (Zcl β hbar m ω))
        ≤ ∑ i, (β * hbar * ω i) ^ 2 / 24 := by
  have hx : ∀ i, 0 < β * hbar * ω i := fun i => mul_pos (mul_pos hβ hh) (hω i)
  have hs : ∀ i, 0 < sinh (β * hbar * ω i / 2) := fun i => sinh_pos_iff.2 (half_pos (hx i))
  have hq : ∀ i, 0 < 1 / (2 * sinh (β * hbar * ω i / 2)) :=
    fun i => one_div_pos.2 (mul_pos two_pos (hs i))
  have hc : ∀ i, 0 < 1 / (β * hbar * ω i) := fun i => one_div_pos.2 (hx i)
  have L : ∀ f : Fin N → ℝ, (∀ i, 0 < f i) → log (∏ i, f i) = ∑ i, log (f i) := by
    intro f hf
    rw [Real.log_prod]
    exact fun i _ => (hf i).ne'
  have F : ∀ A B : ℝ, β * (freeEnergy β A - freeEnergy β B) = log B - log A := by
    intro A B
    unfold freeEnergy
    field_simp
    ring
  -- the free-energy difference is additive over the modes
  have key : β * (freeEnergy β (Zq β hbar ω) - freeEnergy β (Zcl β hbar m ω))
      = ∑ i, log (2 * sinh (β * hbar * ω i / 2) / (β * hbar * ω i)) := by
    rw [F, Zq_eq hβ hh hω, Zcl_eq hβ hh hm hω, L _ hq, L _ hc, ← Finset.sum_sub_distrib]
    refine Finset.sum_congr rfl fun i _ => ?_
    rw [← log_div (hc i).ne' (hq i).ne', one_div, one_div, inv_div_inv]
  refine ⟨key, ?_, ?_⟩
  · rw [key]
    exact Finset.sum_nonneg fun i _ => (log_ratio_bounds (hx i)).1.le
  · rw [key]
    exact Finset.sum_le_sum fun i _ => (log_ratio_bounds (hx i)).2
```

The hypotheses are $\beta>0$, $\hbar>0$, and $m_i>0$, $\omega_i>0$ for every mode. The three conclusions are the equality and the two bounds stated at the start, with `β * hbar * ω i` written out for $x_i$. From the definition of $F$,
$$\beta(F_q-F_{cl})=\ln Z_{cl}-\ln Z_q=\sum_i\left[\ln\frac1{x_i}-\ln\frac1{2\sinh(x_i/2)}\right]=\sum_i\ln\frac{2\sinh(x_i/2)}{x_i}.$$
The first equality is the local statement `F`, the second uses `Zq_eq`, `Zcl_eq` and `L` (the logarithm of a product of positive numbers), and the whole chain is `key`. Adding `log_ratio_bounds` over the modes gives both bounds. The lower one is written with $\le$ because $N=0$ is allowed: then $Z_q=Z_{cl}=1$ and all three quantities are $0$.

```lean
/-- For a single oscillator with `β`, `ħ`, `m`, `ω` positive and `x = β ħ ω`, `β (F_q - F_cl) = ln
(2 sinh (x/2) / x)` and `0 < β (F_q - F_cl) ≤ x² / 24`. -/
theorem wigner_bound_single {β hbar m ω : ℝ} (hβ : 0 < β) (hh : 0 < hbar) (hm : 0 < m)
    (hω : 0 < ω) :
    let Δ := β * (freeEnergy β (Zq β hbar fun _ : Fin 1 => ω)
      - freeEnergy β (Zcl β hbar (fun _ : Fin 1 => m) fun _ => ω))
    Δ = log (2 * sinh (β * hbar * ω / 2) / (β * hbar * ω)) ∧ 0 < Δ ∧
      Δ ≤ (β * hbar * ω) ^ 2 / 24 := by
  intro Δ
  have h := (wigner_bound (m := fun _ : Fin 1 => m) (ω := fun _ => ω) hβ hh
    (fun _ => hm) (fun _ => hω)).1
  rw [Fin.sum_univ_one] at h
  have key : Δ = log (2 * sinh (β * hbar * ω / 2) / (β * hbar * ω)) := h
  have hb := log_ratio_bounds (mul_pos (mul_pos hβ hh) hω)
  exact ⟨key, hb.1.trans_eq key.symm, key.trans_le hb.2⟩

end

end WignerFreeEnergyBound
```

This is the case $N=1$ with mass $m$ and frequency $\omega$. The expression `fun _ : Fin 1 => ω` is the one-entry list, and `let Δ :=` abbreviates $\Delta=\beta(F_q-F_{cl})$. With $x=\beta\hbar\omega$,
$$\Delta=\ln\frac{2\sinh(x/2)}x,\qquad 0<\Delta\le\frac{x^2}{24},$$
now with a strict lower bound. The proof collapses the one-term sum by `Fin.sum_univ_one` and applies `log_ratio_bounds` once.

```lean
#print axioms WignerFreeEnergyBound.wigner_bound
-- 'WignerFreeEnergyBound.wigner_bound' depends on axioms: [propext, Classical.choice, Quot.sound]
#print axioms WignerFreeEnergyBound.wigner_bound_single
-- 'WignerFreeEnergyBound.wigner_bound_single' depends on axioms: [propext, Classical.choice, Quot.sound]
```

## The Wigner term and normal-mode free energies

Wigner's name belongs to the term of order $\hbar^2$ in the expansion of a quantum free energy about the classical one, which is built from thermal averages of derivatives of the potential and so is not restricted to harmonic potentials. For harmonic modes that term of $\beta(F_q-F_{cl})$ is $\sum_i x_i^2/24$. The theorems take this expression as given and show that it is an upper bound at every $x_i>0$. The exact sum in `wigner_bound` shows more: expanded at small $x_i$ it has $\sum_i x_i^2/24$ as its leading order, while at large $x_i$ each exact term grows only like $x_i/2-\ln x_i$, so the bound becomes poor there. These two expansions are not proved in Lean here, and anharmonic potentials are not covered.

For a system modelled as finitely many independent harmonic modes, such as a normal-mode or quasi-harmonic description with its frequencies taken as given, the classical free energy is never above the quantum one, and adding $k_BT\sum_i x_i^2/24$ never leaves it below. The condition $\omega_i>0$ excludes free translations and rotations as well as unstable directions at a saddle point.

## A two-level system

The comparison of series has an even counterpart, which is not proved in Lean here. The inequality $2^n n!\le(2n)!$ follows by the same induction, since $2(n+1)\le(2n+2)(2n+1)$, and applied to $\cosh y=\sum_n y^{2n}/(2n)!$ it gives $\cosh y\le e^{y^2/2}$. For two levels at energies $\pm\varepsilon$ and $y=\beta\varepsilon$ the partition function is $Z=2\cosh y$, so $\ln 2\le\ln Z\le\ln2+y^2/2$, and $\ln Z$ cut off after its first high-temperature correction $y^2/2$ is too large or exact. The same cut-off therefore bounds $F=-\ln Z/\beta$ from below, whereas for harmonic modes the sum $F_{cl}+k_BT\sum_i x_i^2/24$ bounds $F_q$ from above.
